# A polynomial-filter bound on the lowest Ritz value in a Krylov space

## Two levels and one application of H

Take a two-level Hamiltonian H with orthonormal eigenvectors u_g and u_x, energies e_g < e_x, and a start vector v = a u_g + b u_x with a ≠ 0. If the trial space contains only multiples of v, the variational energy lies above e_g by

(e_x − e_g) |b|² / (|a|² + |b|²).

Once Hv is added, the trial space also contains

Hv − e_x v = (e_g − e_x) a u_g,

which is a multiple of the ground state, so the variational energy is exact. The polynomial p(t) = t − e_x has filtered out the excited level. With more excited levels than the degree of p, some excited components may survive the filter, and the bound below limits the energy error they cause.

For a finite-dimensional Hermitian H, for example in a configuration-interaction space, and a start vector that overlaps the ground state, this bounds how far the lowest energy of a Lanczos calculation in exact arithmetic lies above the lowest eigenvalue of H in that space.

## The bound and its assumptions

Let u_j be an orthonormal eigenbasis of H with real energies e_j, let g be an index with e_g ≤ e_j for all j, and write w_j = |⟨u_j, v⟩|². The Krylov space K_k is the span of v, Hv, …, H^(k−1)v. Its lowest Ritz value θ is the infimum, over nonzero x in K_k, of the Rayleigh quotient

ρ(x) = Re⟨Hx, x⟩ / ‖x‖².

If w_g > 0 and p is a real polynomial of degree below k with p(e_g) ≠ 0, then

0 ≤ θ − e_g ≤ Σ_(j≠g) (e_j − e_g) p(e_j)² w_j / (p(e_g)² w_g).

The condition w_g > 0 says that the start vector overlaps the chosen ground state; a start vector of the wrong symmetry, for instance, would violate it. The vector v need not be normalised, since its scale cancels. The ground level may be degenerate: its other eigenvectors contribute zero to the sum.

## Derivation by a filtered trial vector

**Energy excess.** Inserting the eigenbasis gives ⟨Hx, x⟩ = Σ_j e_j |⟨u_j, x⟩|² and ‖x‖² = Σ_j |⟨u_j, x⟩|². Hence

⟨Hx, x⟩ − e_g ‖x‖² = Σ_j (e_j − e_g) |⟨u_j, x⟩|².

Every term is nonnegative, so ρ(x) ≥ e_g for every nonzero x, and θ ≥ e_g.

**Trial vector.** Let y = p(H)v. It is a combination of v, …, H^(k−1)v and so lies in K_k. Since ⟨u_j, H^i v⟩ = e_j^i ⟨u_j, v⟩, its components are

⟨u_j, y⟩ = p(e_j) ⟨u_j, v⟩.

**Upper bound.** The ground component alone gives ‖y‖² ≥ p(e_g)² w_g > 0, so y is an admissible trial vector and θ ≤ ρ(y). The energy excess of y is

ρ(y) − e_g = Σ_(j≠g) (e_j − e_g) p(e_j)² w_j / ‖y‖².

Replacing ‖y‖² by the smaller p(e_g)² w_g gives the result.

**Uniform filter.** If e_j ≤ M for all j and |p(e_j)| ≤ δ for j ≠ g, then each numerator term is at most (M − e_g) δ² w_j. As Σ_(j≠g) w_j = ‖v‖² − w_g,

θ − e_g ≤ (M − e_g) (δ/p(e_g))² (‖v‖² − w_g)/w_g.

For normalised v the last factor is (1 − w_g)/w_g. If the ground level is degenerate, δ must also cover its other eigenvectors, which makes δ at least |p(e_g)|.

**Exactness.** Suppose the energies present in v, other than e_g, lie in a finite set s with fewer than k elements and e_g ∉ s. The polynomial p(t) = Π_(a∈s) (t − a) has degree |s| < k, is nonzero at e_g and removes every excited component of v. The upper bound is then zero, so θ = e_g.

**Ritz values as eigenvalues.** Let A be H compressed to a nonzero trial space K, so that ⟨Ax, y⟩ = ⟨Hx, y⟩ for x, y in K. By compactness of the unit sphere, ρ attains its minimum θ on K at some x. Then A − θ is positive semidefinite with zero expectation value at x, so Ax = θx. Conversely, every eigenvalue of A is the Rayleigh quotient of its eigenvector and is at least θ.

## How the Lean objects represent the physics

`E` is a complex inner product space, finite-dimensional in the main theorems, and `H.IsSymmetric` is Hermiticity. The eigenbasis `u` and its energies `e` are supplied as data. Lean's inner product is conjugate-linear in its first argument. `krylov`, `filtered` and `lowestRitz` are K_k, p(H)v and θ, and `p.natDegree < k` forces k ≥ 1.

A different model would take θ from the generalised eigenvalue problem with overlap matrix S_il = ⟨H^i v, H^l v⟩. That is closer to a computation in the raw Krylov basis, but S becomes singular when the powers are linearly dependent, and its null vectors, which solve the equation for every θ, would have to be discarded. The infimum over the span avoids this step.

The two bounds leave the filter p open, so they give no explicit convergence rate in k. Rounding errors are not treated.

```lean
import Mathlib

open Finset Polynomial

namespace KrylovEnergyBound

noncomputable section

variable {E : Type*} [NormedAddCommGroup E] [InnerProductSpace ℂ E]

/-- The real part of `⟨H x, x⟩` divided by `‖x‖^2`. For Hermitian `H` and nonzero `x` this is the
Rayleigh quotient, the energy expectation value in the state `x`. -/
def rayleigh (H : E →ₗ[ℂ] E) (x : E) : ℝ := (inner ℂ (H x) x).re / ‖x‖ ^ 2

/-- The infimum of `rayleigh H` over the nonzero vectors of the trial space `K`. For Hermitian `H`
and nonzero finite-dimensional `K` this is the lowest Ritz value. -/
def lowestRitz (H : E →ₗ[ℂ] E) (K : Submodule ℂ E) : ℝ :=
  ⨅ x : {x : K // x ≠ 0}, rayleigh H ((x : K) : E)

/-- The Krylov space spanned by `v, H v, ..., H^(k-1) v`. -/
def krylov (H : E →ₗ[ℂ] E) (v : E) (k : ℕ) : Submodule ℂ E :=
  Submodule.span ℂ (Set.range fun i : Fin k => (H ^ (i : ℕ)) v)

/-- The filtered state `p(H) v` for a real polynomial `p`. -/
def filtered (H : E →ₗ[ℂ] E) (p : ℝ[X]) (v : E) : E :=
  ∑ i ∈ range (p.natDegree + 1), (p.coeff i : ℂ) • (H ^ i) v

/-- The filtered state `p(H) v` lies in the Krylov space of dimension parameter `k` when
`p` has degree below `k`. -/
theorem filtered_mem (H : E →ₗ[ℂ] E) (v : E) {p : ℝ[X]} {k : ℕ} (hk : p.natDegree < k) :
    filtered H p v ∈ krylov H v k := by
  refine Submodule.sum_mem _ fun i hi => Submodule.smul_mem _ _ (Submodule.subset_span ?_)
  have hi' := Finset.mem_range.mp hi
  exact ⟨⟨i, by omega⟩, rfl⟩

variable [FiniteDimensional ℂ E]

/-- The Hamiltonian compressed to the trial space `K`. -/
def compression (H : E →ₗ[ℂ] E) (K : Submodule ℂ E) : K →ₗ[ℂ] K :=
  LinearMap.adjoint K.subtype ∘ₗ H ∘ₗ K.subtype

/-- For every nonzero `x` in `K`, `rayleigh H x` is an upper bound on `lowestRitz H K`. -/
theorem lowestRitz_le (H : E →ₗ[ℂ] E) {K : Submodule ℂ E} {x : E} (hx : x ∈ K) (h0 : x ≠ 0) :
    lowestRitz H K ≤ rayleigh H x := by
  -- the Rayleigh quotient is bounded below by minus the operator norm
  have hb : BddBelow (Set.range fun y : {y : K // y ≠ 0} => rayleigh H ((y : K) : E)) := by
    refine ⟨-‖LinearMap.toContinuousLinearMap H‖, ?_⟩
    rintro _ ⟨⟨y, hy⟩, rfl⟩
    have hy' : (y : E) ≠ 0 := fun h => hy (Subtype.ext h)
    have hpos : 0 < ‖(y : E)‖ ^ 2 := pow_pos (norm_pos_iff.mpr hy') 2
    have h1 := Complex.abs_re_le_norm (inner ℂ (H y) (y : E))
    have h2 := norm_inner_le_norm (𝕜 := ℂ) (H y) (y : E)
    have h3 : ‖H y‖ ≤ ‖LinearMap.toContinuousLinearMap H‖ * ‖(y : E)‖ :=
      (LinearMap.toContinuousLinearMap H).le_opNorm y
    have h4 := mul_le_mul_of_nonneg_right h3 (norm_nonneg (y : E))
    have h5 := neg_abs_le (inner ℂ (H y) (y : E)).re
    change _ ≤ (inner ℂ (H y) (y : E)).re / ‖(y : E)‖ ^ 2
    rw [le_div_iff₀ hpos]
    nlinarith
  exact ciInf_le hb ⟨⟨x, hx⟩, fun h => h0 (congrArg Subtype.val h)⟩

/-- For Hermitian `H` and a nonzero trial space, the lowest Ritz value is the least eigenvalue
of the compressed Hamiltonian. -/
theorem lowestRitz_isLeast {H : E →ₗ[ℂ] E} (hH : H.IsSymmetric) {K : Submodule ℂ E}
    (hK : K ≠ ⊥) :
    IsLeast {θ : ℝ | Module.End.HasEigenvalue (compression H K) (θ : ℂ)} (lowestRitz H K) := by
  have key : ∀ x y : K, inner ℂ (compression H K x) y = inner ℂ (H x) (y : E) :=
    fun x y => LinearMap.adjoint_inner_left K.subtype y (H x)
  have hT : (compression H K).IsSymmetric := fun x y => by
    rw [key, ← inner_conj_symm x, key, inner_conj_symm]
    exact hH x y
  have : Nontrivial K := (Submodule.nontrivial_iff_ne_bot).mpr hK
  constructor
  · have h := hT.hasEigenvalue_iInf_of_finiteDimensional
    have he : (⨅ x : {x : K // x ≠ 0},
        RCLike.re (inner ℂ (compression H K (x : K)) (x : K)) / ‖(x : K)‖ ^ 2)
        = lowestRitz H K := iInf_congr fun x => by rw [key]; rfl
    change Module.End.HasEigenvalue (compression H K) ((lowestRitz H K : ℝ) : ℂ)
    rw [← he]
    exact h
  · intro θ hθ
    obtain ⟨x, hx⟩ := Module.End.HasEigenvalue.exists_hasEigenvector hθ
    have h0 : (x : E) ≠ 0 := fun h => hx.2 (Subtype.ext h)
    have h2 : inner ℂ (H x) (x : E) = (θ : ℂ) * inner ℂ (x : E) (x : E) := by
      rw [← key, hx.apply_eq_smul, inner_smul_left, Complex.conj_ofReal, Submodule.coe_inner]
    have hn : (inner ℂ (x : E) (x : E)).re = ‖(x : E)‖ ^ 2 := inner_self_eq_norm_sq (𝕜 := ℂ) _
    have h3 : rayleigh H (x : E) = θ := by
      rw [rayleigh, h2, Complex.re_ofReal_mul, hn]
      exact mul_div_cancel_right₀ _ (pow_ne_zero 2 (norm_ne_zero_iff.mpr h0))
    exact h3 ▸ lowestRitz_le H x.2 h0

variable {ι : Type*} [Fintype ι] {H : E →ₗ[ℂ] E} {e : ι → ℝ}

omit [FiniteDimensional ℂ E] in
/-- The filter `p(H)` multiplies the component of `v` along the eigenvector `u j` by `p(e j)`. -/
theorem inner_filtered (hH : H.IsSymmetric) (u : OrthonormalBasis ι ℂ E)
    (hu : ∀ j, H (u j) = (e j : ℂ) • u j) (p : ℝ[X]) (v : E) (j : ι) :
    inner ℂ (u j) (filtered H p v) = ((p.eval (e j) : ℝ) : ℂ) * inner ℂ (u j) v := by
  have hpow : ∀ i : ℕ, inner ℂ (u j) ((H ^ i) v) = (e j : ℂ) ^ i * inner ℂ (u j) v := by
    intro i
    induction i with
    | zero => simp
    | succ i ih =>
      rw [pow_succ', Module.End.mul_apply, ← hH (u j), hu, inner_smul_left,
        Complex.conj_ofReal, ih, pow_succ']
      ring
  rw [filtered, inner_sum, Polynomial.eval_eq_sum_range, Complex.ofReal_sum, Finset.sum_mul]
  refine Finset.sum_congr rfl fun i _ => ?_
  rw [inner_smul_right, hpow, Complex.ofReal_mul, Complex.ofReal_pow, mul_assoc]

omit [FiniteDimensional ℂ E] in
/-- For any vector `x`, normalised or not, the real part of `⟨H x, x⟩` minus `ε ‖x‖^2` is the sum
over `j` of `e j - ε` weighted by `|⟨u j, x⟩|^2`. -/
theorem energy_excess (hH : H.IsSymmetric) (u : OrthonormalBasis ι ℂ E)
    (hu : ∀ j, H (u j) = (e j : ℂ) • u j) (x : E) (ε : ℝ) :
    (inner ℂ (H x) x).re - ε * ‖x‖ ^ 2 = ∑ j, (e j - ε) * ‖inner ℂ (u j) x‖ ^ 2 := by
  have h1 : inner ℂ (H x) x = ((∑ j, e j * ‖inner ℂ (u j) x‖ ^ 2 : ℝ) : ℂ) := by
    rw [← u.sum_inner_mul_inner (H x) x, Complex.ofReal_sum]
    refine Finset.sum_congr rfl fun j _ => ?_
    rw [hH x (u j), hu j, inner_smul_right, mul_assoc, ← inner_conj_symm x (u j),
      Complex.conj_mul', Complex.ofReal_mul, Complex.ofReal_pow]
  rw [h1, Complex.ofReal_re, ← u.sum_sq_norm_inner_right x, Finset.mul_sum,
    ← Finset.sum_sub_distrib]
  exact Finset.sum_congr rfl fun j _ => by ring

/-- Krylov energy bound. Write `w_j = |⟨u j, v⟩|^2`. If `w_g` is nonzero and `p` has degree below
`k` with `p(e g)` nonzero, the lowest Ritz value minus the ground energy `e g` is nonnegative and at
most the sum over `j ≠ g` of `(e j - e g) p(e j)^2 w_j`, divided by `p(e g)^2 w_g`. -/
theorem krylov_energy_bound [DecidableEq ι] (hH : H.IsSymmetric) (u : OrthonormalBasis ι ℂ E)
    (hu : ∀ j, H (u j) = (e j : ℂ) • u j) {g : ι} (hg : ∀ j, e g ≤ e j) {v : E}
    (hv : inner ℂ (u g) v ≠ 0) {p : ℝ[X]} {k : ℕ} (hk : p.natDegree < k)
    (hp : p.eval (e g) ≠ 0) :
    0 ≤ lowestRitz H (krylov H v k) - e g ∧
    lowestRitz H (krylov H v k) - e g ≤
      (∑ j ∈ univ.erase g, (e j - e g) * p.eval (e j) ^ 2 * ‖inner ℂ (u j) v‖ ^ 2) /
        (p.eval (e g) ^ 2 * ‖inner ℂ (u g) v‖ ^ 2) := by
  have hc : ∀ j, ‖inner ℂ (u j) (filtered H p v)‖ ^ 2
      = p.eval (e j) ^ 2 * ‖inner ℂ (u j) v‖ ^ 2 := fun j => by
    rw [inner_filtered hH u hu, norm_mul, mul_pow, Complex.norm_real, Real.norm_eq_abs, sq_abs]
  have hD : 0 < p.eval (e g) ^ 2 * ‖inner ℂ (u g) v‖ ^ 2 := by positivity
  -- the norm of the filtered state is at least its ground-state component
  have hle : p.eval (e g) ^ 2 * ‖inner ℂ (u g) v‖ ^ 2 ≤ ‖filtered H p v‖ ^ 2 := by
    rw [← hc g, ← u.sum_sq_norm_inner_right (filtered H p v)]
    exact Finset.single_le_sum (f := fun j => ‖inner ℂ (u j) (filtered H p v)‖ ^ 2)
      (fun j _ => sq_nonneg _) (mem_univ g)
  have hx0 : filtered H p v ≠ 0 := fun h => by
    rw [h, norm_zero] at hle
    linarith
  have hmem := filtered_mem H v hk
  constructor
  · have : Nonempty {x : krylov H v k // x ≠ 0} :=
      ⟨⟨⟨_, hmem⟩, fun h => hx0 (congrArg Subtype.val h)⟩⟩
    refine sub_nonneg.mpr (le_ciInf fun y => ?_)
    have hy : ((y : krylov H v k) : E) ≠ 0 := fun h => y.2 (Subtype.ext h)
    rw [rayleigh, le_div_iff₀ (pow_pos (norm_pos_iff.mpr hy) 2), ← sub_nonneg,
      energy_excess hH u hu]
    exact Finset.sum_nonneg fun j _ => mul_nonneg (sub_nonneg.mpr (hg j)) (sq_nonneg _)
  · -- the filtered state serves as trial vector
    have hN : (inner ℂ (H (filtered H p v)) (filtered H p v)).re - e g * ‖filtered H p v‖ ^ 2
        = ∑ j ∈ univ.erase g, (e j - e g) * p.eval (e j) ^ 2 * ‖inner ℂ (u j) v‖ ^ 2 := by
      rw [energy_excess hH u hu, ← Finset.add_sum_erase _ _ (mem_univ g), sub_self, zero_mul,
        zero_add]
      exact Finset.sum_congr rfl fun j _ => by rw [hc, mul_assoc]
    have hpos : 0 < ‖filtered H p v‖ ^ 2 := lt_of_lt_of_le hD hle
    have hray : rayleigh H (filtered H p v) - e g =
        (∑ j ∈ univ.erase g, (e j - e g) * p.eval (e j) ^ 2 * ‖inner ℂ (u j) v‖ ^ 2) /
          ‖filtered H p v‖ ^ 2 := by
      rw [← hN, rayleigh, sub_div, mul_div_cancel_right₀ _ hpos.ne']
    refine (sub_le_sub_right (lowestRitz_le H hmem hx0) _).trans ?_
    rw [hray]
    exact div_le_div_of_nonneg_left (Finset.sum_nonneg fun j _ => mul_nonneg
      (mul_nonneg (sub_nonneg.mpr (hg j)) (sq_nonneg _)) (sq_nonneg _)) hD hle

/-- Let `v` overlap the ground state `u g` and let `p` have degree below `k` with `p(e g)` nonzero.
If all energies are at most `M` and `|p(e j)|` is at most `δ` for every `j ≠ g`, the lowest Ritz
value exceeds `e g` by at most `(M - e g) (δ / p(e g))^2` times the ratio of the remaining weight of
`v` to its weight on `u g`. -/
theorem krylov_filter_bound (hH : H.IsSymmetric) (u : OrthonormalBasis ι ℂ E)
    (hu : ∀ j, H (u j) = (e j : ℂ) • u j) {g : ι} (hg : ∀ j, e g ≤ e j) {v : E}
    (hv : inner ℂ (u g) v ≠ 0) {p : ℝ[X]} {k : ℕ} (hk : p.natDegree < k)
    (hp : p.eval (e g) ≠ 0) {M δ : ℝ} (hM : ∀ j, e j ≤ M)
    (hδ : ∀ j, j ≠ g → |p.eval (e j)| ≤ δ) :
    lowestRitz H (krylov H v k) - e g ≤ (M - e g) * (δ / p.eval (e g)) ^ 2 *
      ((‖v‖ ^ 2 - ‖inner ℂ (u g) v‖ ^ 2) / ‖inner ℂ (u g) v‖ ^ 2) := by
  classical
  have hw : ∑ j ∈ univ.erase g, ‖inner ℂ (u j) v‖ ^ 2
      = ‖v‖ ^ 2 - ‖inner ℂ (u g) v‖ ^ 2 := by
    rw [← u.sum_sq_norm_inner_right v,
      ← Finset.add_sum_erase univ (fun j => ‖inner ℂ (u j) v‖ ^ 2) (mem_univ g)]
    ring
  have hs : ∑ j ∈ univ.erase g, (e j - e g) * p.eval (e j) ^ 2 * ‖inner ℂ (u j) v‖ ^ 2
      ≤ (M - e g) * δ ^ 2 * (‖v‖ ^ 2 - ‖inner ℂ (u g) v‖ ^ 2) := by
    rw [← hw, Finset.mul_sum]
    refine Finset.sum_le_sum fun j hj => mul_le_mul_of_nonneg_right ?_ (sq_nonneg _)
    have hb := abs_le.mp (hδ j (Finset.ne_of_mem_erase hj))
    exact mul_le_mul (by linarith [hM j]) (sq_le_sq' hb.1 hb.2) (sq_nonneg _)
      (by linarith [hM g])
  refine (krylov_energy_bound hH u hu hg hv hk hp).2.trans
    ((div_le_div_of_nonneg_right hs (by positivity)).trans (le_of_eq ?_))
  ring

/-- If `v` overlaps the ground state `u g`, and the energies present in `v` other than `e g` lie in
a set of fewer than `k` values that does not contain `e g`, the lowest Ritz value equals the ground
energy `e g`. -/
theorem krylov_exact (hH : H.IsSymmetric) (u : OrthonormalBasis ι ℂ E)
    (hu : ∀ j, H (u j) = (e j : ℂ) • u j) {g : ι} (hg : ∀ j, e g ≤ e j) {v : E}
    (hv : inner ℂ (u g) v ≠ 0) {s : Finset ℝ} {k : ℕ} (hk : s.card < k) (hs : e g ∉ s)
    (hsupp : ∀ j, inner ℂ (u j) v ≠ 0 → e j = e g ∨ e j ∈ s) :
    lowestRitz H (krylov H v k) = e g := by
  classical
  -- the value of the product filter at a real number `x`
  have hev : ∀ x : ℝ, (∏ a ∈ s, (X - C a) : ℝ[X]).eval x = ∏ a ∈ s, (x - a) := fun x => by
    simp [Polynomial.eval_prod]
  have hdeg : (∏ a ∈ s, (X - C a) : ℝ[X]).natDegree < k := by
    rw [Polynomial.natDegree_prod_of_monic _ _ fun a _ => Polynomial.monic_X_sub_C a]
    simpa using hk
  have hp : (∏ a ∈ s, (X - C a) : ℝ[X]).eval (e g) ≠ 0 := by
    rw [hev]
    exact Finset.prod_ne_zero_iff.mpr fun a ha h => hs (sub_eq_zero.mp h ▸ ha)
  obtain ⟨h1, h2⟩ := krylov_energy_bound hH u hu hg hv hdeg hp
  rw [Finset.sum_eq_zero, zero_div] at h2
  · linarith
  · intro j _
    by_cases hj : inner ℂ (u j) v = 0
    · simp [hj]
    · rcases hsupp j hj with h | h
      · simp [h]
      · rw [hev, Finset.prod_eq_zero h (sub_self _)]
        simp

end

end KrylovEnergyBound
```

```lean
#print axioms KrylovEnergyBound.lowestRitz_isLeast
#print axioms KrylovEnergyBound.krylov_filter_bound
#print axioms KrylovEnergyBound.krylov_exact
```

```
'KrylovEnergyBound.lowestRitz_isLeast' depends on axioms: [propext, Classical.choice, Quot.sound]
'KrylovEnergyBound.krylov_filter_bound' depends on axioms: [propext, Classical.choice, Quot.sound]
'KrylovEnergyBound.krylov_exact' depends on axioms: [propext, Classical.choice, Quot.sound]
```

## How the proof follows the derivation

`filtered_mem` places p(H)v in the Krylov space term by term. `lowestRitz_le` supplies θ ≤ ρ(x); an infimum of real numbers needs a lower bound for this, and the Cauchy–Schwarz inequality with the operator norm of H provides one.

`lowestRitz_isLeast` identifies θ as the least eigenvalue of `compression H K`. Mathlib's variational theorem for symmetric operators gives the eigenvalue, and an eigenvector's Rayleigh quotient gives minimality.

`inner_filtered` proves the component formula by induction on the power of H, moving one factor of H onto u_j at each step. `energy_excess` is the eigenbasis expansion, with an arbitrary reference energy `ε`.

In `krylov_energy_bound`, `hc` squares the filtered components and `hle` is the norm estimate. The lower bound applies `energy_excess` to every trial vector. For the upper bound, `hray` is the exact excess of the filtered state, and `div_le_div_of_nonneg_left` replaces its denominator by the smaller one.

`krylov_filter_bound` estimates the numerator termwise in `hs`, using `hw` for the remaining weight. `krylov_exact` inserts the product polynomial and checks that each term vanishes: either v has no such component, or the energy equals e_g, or the filter has a root there.
